# Occupied–empty level gaps no smaller than the pair interactions do not guarantee a lowest-energy determinant

The model has two electrons in four fixed orbitals and no one-body term. Its real symmetric pair interaction $W$ has zero diagonal, with $W_{01} = 0$, $W_{23} = 1$, and the value 2 between either of orbitals 0, 1 and either of orbitals 2, 3. A determinant's energy is the sum of $W$ over its occupied pairs, each counted once. The theorem states that, with orbitals 2 and 3 occupied, every occupied $i$ and empty $a$ satisfy $W_{ia} \le \varepsilon_a - \varepsilon_i$, where $\varepsilon_k = \sum_{j\,\text{occupied}} W_{kj}$, yet this determinant does not have the lowest energy among the two-electron determinants built from the same orbitals. The attempt checks the inequalities case by case, then compares the energy with that of the determinant occupying orbitals 0 and 1.

In Lean, a first try:

```lean
import Mathlib

open Matrix

namespace GapNotSufficient

noncomputable section

variable {ι : Type*} [DecidableEq ι] {h : ι → ℝ} {W : Matrix ι ι ℝ} {S : Finset ι} {i a : ι}

/-- Energy of the determinant with occupied orbitals `S`: one-body terms plus half the sum of
the pair interactions. -/
def energy (h : ι → ℝ) (W : Matrix ι ι ℝ) (S : Finset ι) : ℝ :=
  ∑ i ∈ S, h i + (1 / 2) * ∑ i ∈ S, ∑ j ∈ S, W i j

/-- Level of orbital `k` in the field of the electrons occupying `S`. -/
def level (h : ι → ℝ) (W : Matrix ι ι ℝ) (S : Finset ι) (k : ι) : ℝ :=
  h k + ∑ j ∈ S, W k j

/-- `S` has the lowest energy among the determinants built from the same fixed orbitals with the
same number of electrons. -/
def IsGround (h : ι → ℝ) (W : Matrix ι ι ℝ) (S : Finset ι) : Prop :=
  ∀ T : Finset ι, T.card = S.card → energy h W S ≤ energy h W T

/-- A model interaction between four orbitals: 0 within the pair `{0, 1}`, 1 within the pair
`{2, 3}`, and 2 between orbitals of different pairs. -/
def pairW : Matrix (Fin 4) (Fin 4) ℝ :=
  !![0, 0, 2, 2; 0, 0, 2, 2; 2, 2, 0, 1; 2, 2, 1, 0]

/-- The gap inequalities do not suffice for a ground determinant: with the symmetric interaction
`pairW`, zero on the diagonal, and no one-body term, `{2, 3}` satisfies them all and is not one. -/
theorem gap_not_sufficient :
    pairW.IsSymm ∧ (∀ k, pairW k k = 0) ∧
    (∀ i ∈ ({2, 3} : Finset (Fin 4)), ∀ a ∉ ({2, 3} : Finset (Fin 4)),
      pairW i a ≤ level (fun _ => 0) pairW {2, 3} a - level (fun _ => 0) pairW {2, 3} i) ∧
    ¬ IsGround (fun _ => 0) pairW {2, 3} := by
  have hs : ∀ f : Fin 4 → ℝ, ∑ j ∈ ({2, 3} : Finset (Fin 4)), f j = f 2 + f 3 :=
    fun f => Finset.sum_pair (by decide)
  have ht : ∀ f : Fin 4 → ℝ, ∑ j ∈ ({0, 1} : Finset (Fin 4)), f j = f 0 + f 1 :=
    fun f => Finset.sum_pair (by decide)
  refine ⟨Matrix.IsSymm.ext fun i j => ?_, fun k => ?_, fun i hi a ha => ?_, fun hg => ?_⟩
  · fin_cases i <;> fin_cases j <;> rfl
  · fin_cases k <;> rfl
  · simp only [level, hs]
    fin_cases i <;> fin_cases a <;> first
      | exact absurd hi (by decide)
      | exact absurd ha (by decide)
      | norm_num [pairW]
  · -- moving both electrons at once lowers the energy
    have h1 := hg {0, 1} (by decide)
    simp only [energy, hs, ht] at h1
    norm_num [pairW] at h1

end

end GapNotSufficient
```

Compiling this gives:

```
Main.lean:44:2: error: unsolved goals
case refine_3.«2».«0»
hs : ∀ (f : Fin 4 → ℝ), ∑ j ∈ {2, 3}, f j = f 2 + f 3
ht : ∀ (f : Fin 4 → ℝ), ∑ j ∈ {0, 1}, f j = f 0 + f 1
hi : (fun i => i) ⟨2, ⋯⟩ ∈ {2, 3}
ha : (fun i => i) ⟨0, ⋯⟩ ∉ {2, 3}
⊢ 2 ≤ ![0, 0, 2, 2] 2 + ![0, 0, 2, 2] 3 - (![2, 2, 0, 1] 2 + ![2, 2, 0, 1] 3)

case refine_3.«2».«1»
hs : ∀ (f : Fin 4 → ℝ), ∑ j ∈ {2, 3}, f j = f 2 + f 3
ht : ∀ (f : Fin 4 → ℝ), ∑ j ∈ {0, 1}, f j = f 0 + f 1
hi : (fun i => i) ⟨2, ⋯⟩ ∈ {2, 3}
ha : (fun i => i) ⟨1, ⋯⟩ ∉ {2, 3}
⊢ 2 ≤ ![0, 0, 2, 2] 2 + ![0, 0, 2, 2] 3 - (![2, 2, 0, 1] 2 + ![2, 2, 0, 1] 3)

case refine_3.«3».«0»
hs : ∀ (f : Fin 4 → ℝ), ∑ j ∈ {2, 3}, f j = f 2 + f 3
ht : ∀ (f : Fin 4 → ℝ), ∑ j ∈ {0, 1}, f j = f 0 + f 1
hi : (fun i => i) ⟨3, ⋯⟩ ∈ {2, 3}
ha : (fun i => i) ⟨0, ⋯⟩ ∉ {2, 3}
⊢ 2 ≤ ![0, 0, 2, 2] 2 + ![0, 0, 2, 2] 3 - (![2, 2, 1, 0] 2 + ![2, 2, 1, 0] 3)

case refine_3.«3».«1»
hs : ∀ (f : Fin 4 → ℝ), ∑ j ∈ {2, 3}, f j = f 2 + f 3
ht : ∀ (f : Fin 4 → ℝ), ∑ j ∈ {0, 1}, f j = f 0 + f 1
hi : (fun i => i) ⟨3, ⋯⟩ ∈ {2, 3}
ha : (fun i => i) ⟨1, ⋯⟩ ∉ {2, 3}
⊢ 2 ≤ ![0, 0, 2, 2] 2 + ![0, 0, 2, 2] 3 - (![2, 2, 1, 0] 2 + ![2, 2, 1, 0] 3)
Main.lean:49:2: error: unsolved goals
case refine_4
hs : ∀ (f : Fin 4 → ℝ), ∑ j ∈ {2, 3}, f j = f 2 + f 3
ht : ∀ (f : Fin 4 → ℝ), ∑ j ∈ {0, 1}, f j = f 0 + f 1
hg : IsGround (fun x => 0) pairW {2, 3}
h1 :
  1 / 2 *
      (vecCons (![0, 0, 2, 2] 2)
            (fun i => vecCons (![0, 0, 2, 2] 2) (fun i => vecCons (![2, 2, 0, 1] 2) (fun i => ![2, 2, 1, 0] 2) i) i) 2 +
          vecCons (![0, 0, 2, 2] 3)
            (fun i => vecCons (![0, 0, 2, 2] 3) (fun i => vecCons (![2, 2, 0, 1] 3) (fun i => ![2, 2, 1, 0] 3) i) i) 2 +
        (vecCons (![0, 0, 2, 2] 2)
            (fun i => vecCons (![0, 0, 2, 2] 2) (fun i => vecCons (![2, 2, 0, 1] 2) (fun i => ![2, 2, 1, 0] 2) i) i) 3 +
          vecCons (![0, 0, 2, 2] 3)
            (fun i => vecCons (![0, 0, 2, 2] 3) (fun i => vecCons (![2, 2, 0, 1] 3) (fun i => ![2, 2, 1, 0] 3) i) i)
            3)) ≤
    0
⊢ False
```

The repair, with which the file compiles:

```diff
@@ -46,9 +46,10 @@
       | exact absurd hi (by decide)
       | exact absurd ha (by decide)
-      | norm_num [pairW]
+      | (simp [pairW]; norm_num)
   · -- moving both electrons at once lowers the energy
     have h1 := hg {0, 1} (by decide)
     simp only [energy, hs, ht] at h1
-    norm_num [pairW] at h1
+    simp [pairW] at h1
+    norm_num at h1
 
 end
```

Cause. Both errors report goals left unsolved after `norm_num [pairW]`. The first lists the four gap inequalities, the second the energy comparison `h1`, which should give a contradiction. In each, matrix entries such as `![0, 0, 2, 2] 2` remain unevaluated, so the arithmetic cannot be finished.

`norm_num` uses simp lemmas, which read off vector entries at indices 0 and 1, but it does not run the simplification procedure `Matrix.cons_val`, which reads them at literal indices such as 2 and 3. `simp` does run it.

The repair therefore calls `simp [pairW]` first, to turn the entries into numbers, and then `norm_num` for the remaining arithmetic. The gap inequalities come down to 2 ≤ 3, which is true, and `h1` to 1 ≤ 0, which is false and closes the proof by contradiction.
